# The octahedral tangential coupling matrix with couplings p and s has characteristic polynomial (x² − 4p²)³ (x² − 4s²)³

To write down a coupling matrix for the twelve tangential p orbitals on an octahedral borane cage, two on each boron vertex, one first chooses the direction in which each orbital's positive lobe points. Here it always points along a fixed positive Cartesian axis, whichever side of the cage the vertex is on. An orbital is then a triple (a,e,b): the vertex lies on axis a, on the side e = ±1, and the orbital points along b ≠ a. Axes are numbered 0, 1, 2, as in Lean.

## Twelve levels from two couplings

The real numbers p and s are coupling strengths, not atomic p and s orbitals. Parallel orbitals (a,e,b) and (c,f,b), with a ≠ c, couple by p, which stands for π-type interaction between neighbouring vertices. Orbitals (a,e,b) and (b,f,a) couple by s e f, an in-plane interaction whose sign follows the vertex positions. All other entries of the matrix H are zero, including the on-site energies. Then

det(x·1 − H) = (x² − 4p²)³ (x² − 4s²)³.

The levels are 2p, −2p, 2s and −2s, each taken three times. Exactly six are negative if and only if p and s are both nonzero.

A Hückel or tight-binding program that uses an orthonormal basis, these couplings only and zero on-site energies can compare its tangential block with these values before adding other orbitals. In-phase overlap between neighbours lowers the energy, which with the lobe directions chosen here means p < 0 and s < 0. The six negative levels are then 2p and 2s, each taken three times. In this non-interacting model without radial orbitals, they are the tangential bonding levels used in skeletal electron counting.

## Sums and differences across the cage

Write |a,e,b⟩ for an orbital, and for each ordered pair of distinct axes define

u(a,b) = (|a,+,b⟩ + |a,−,b⟩)/√2

v(a,b) = (|a,+,b⟩ − |a,−,b⟩)/√2.

With c the third axis, the coupling rules give

H|a,e,b⟩ = p(|c,+,b⟩ + |c,−,b⟩) + s e(|b,+,a⟩ − |b,−,a⟩)

= √2 p u(c,b) + √2 s e v(b,a).

Adding the equations for e = +1 and e = −1 cancels the s term, and subtracting them cancels the p term. After division by √2,

H u(a,b) = 2p u(c,b)

H v(a,b) = 2s v(b,a).

The u states form three pairs, one for each direction b. The v states form three pairs, one for each unordered pair of axes. A pair with coupling t has the block

[0 t; t 0], with characteristic polynomial x² − t².

Three blocks with t = 2p and three with t = 2s give the stated product. Each block has levels t and −t, so it has one negative level if t ≠ 0 and none if t = 0. This proves the count.

## The Lean file

```lean
import Mathlib

open Polynomial Matrix

namespace OctahedralTangentialOrbitals

noncomputable section

set_option maxRecDepth 8000

/-- An ordered pair of distinct axes: the axis on which a vertex lies, and the axis along which
its tangential orbital points. -/
abbrev AxisPair := {q : Fin 3 × Fin 3 // q.1 ≠ q.2}

/-- A tangential orbital `(a, e, b)` of the octahedron, stored as the axis pair `(a, b)` and the
sign `e = ±1` of the vertex on axis `a`. -/
abbrev Orbital := AxisPair × ℤˣ

/-- Two orbitals on different axes point in the same direction. -/
def Parallel (q r : AxisPair) : Prop := q.1.1 ≠ r.1.1 ∧ q.1.2 = r.1.2

/-- The position axis of each orbital is the direction axis of the other. -/
def Exchanged (q r : AxisPair) : Prop := r.1.1 = q.1.2 ∧ r.1.2 = q.1.1

instance : DecidableRel Parallel := fun q r =>
  inferInstanceAs (Decidable (q.1.1 ≠ r.1.1 ∧ q.1.2 = r.1.2))

instance : DecidableRel Exchanged := fun q r =>
  inferInstanceAs (Decidable (r.1.1 = q.1.2 ∧ r.1.2 = q.1.1))

/-- The tangential coupling matrix: `(a, e, b)` couples to `(c, f, b)`, `a ≠ c`, by `p`, and to
`(b, f, a)` by `s e f`. -/
def tangential (p s : ℝ) : Matrix Orbital Orbital ℝ := fun o q =>
  (if Parallel o.1 q.1 then p else 0) +
    (if Exchanged o.1 q.1 then s * ((o.2 : ℤ) : ℝ) * ((q.2 : ℤ) : ℝ) else 0)

/-- The matrix that couples related sites with one common strength `t`. -/
def pairMatrix {ι : Type*} (R : ι → ι → Prop) [DecidableRel R] (t : ℝ) : Matrix ι ι ℝ :=
  fun i j => if R i j then t else 0

/-- The tangential coupling matrix is real symmetric. -/
theorem tangential_isSymm (p s : ℝ) : (tangential p s).IsSymm := by
  refine Matrix.IsSymm.ext fun o q => ?_
  have h1 : Parallel q.1 o.1 ↔ Parallel o.1 q.1 :=
    ⟨fun h => ⟨h.1.symm, h.2.symm⟩, fun h => ⟨h.1.symm, h.2.symm⟩⟩
  have h2 : Exchanged q.1 o.1 ↔ Exchanged o.1 q.1 :=
    ⟨fun h => ⟨h.2.symm, h.1.symm⟩, fun h => ⟨h.2.symm, h.1.symm⟩⟩
  simp only [tangential, h1, h2]
  split_ifs <;> ring

/-- For two equivalent halves with internal coupling `M` and mutual coupling `N`, the
characteristic polynomial is the product of those of `M + N` and `M - N`. -/
theorem charpoly_equivalent_halves {n : Type*} [Fintype n] [DecidableEq n]
    (M N : Matrix n n ℝ) :
    (fromBlocks M N N M).charpoly = (M + N).charpoly * (M - N).charpoly := by
  -- a unipotent change of basis makes the matrix block triangular
  have hUV : (fromBlocks 1 0 1 1 : Matrix (n ⊕ n) (n ⊕ n) ℝ) * fromBlocks 1 0 (-1) 1 = 1 := by
    simp [fromBlocks_multiply]
  have hT : (fromBlocks 1 0 (-1) 1 : Matrix (n ⊕ n) (n ⊕ n) ℝ) *
      (fromBlocks M N N M * fromBlocks 1 0 1 1) = fromBlocks (M + N) N 0 (M - N) := by
    rw [fromBlocks_multiply, fromBlocks_multiply]
    congr 1 <;> noncomm_ring
  calc (fromBlocks M N N M).charpoly
      = ((fromBlocks M N N M * fromBlocks 1 0 1 1) * fromBlocks 1 0 (-1) 1).charpoly := by
        rw [mul_assoc, hUV, mul_one]
    _ = (M + N).charpoly * (M - N).charpoly := by
        rw [Matrix.charpoly_mul_comm, hT, Matrix.charpoly_fromBlocks_zero₂₁]

/-- The two-level polynomial `x² - u²` has the linear factors `x - u` and `x + u`. -/
theorem two_level_factor (u : ℝ) :
    (X ^ 2 - C (u ^ 2) : ℝ[X]) = (X - C u) * (X - C (-u)) := by
  rw [C_pow, C_neg]
  ring

/-- If all the sites are divided into `m` disjoint pairs, and each site is coupled only to its
partner, with strength `t`, the characteristic polynomial is `(x² - t²)^m`. -/
theorem charpoly_disjoint_pairs {ι : Type*} [Fintype ι] [DecidableEq ι] {m : ℕ}
    (R : ι → ι → Prop) [DecidableRel R] (f : Fin m ⊕ Fin m → ι) (hf : Function.Bijective f)
    (hR : ∀ i j, R (f i) (f j) ↔ i.swap = j) (t : ℝ) :
    (pairMatrix R t).charpoly = (X ^ 2 - C (t ^ 2)) ^ m := by
  have hdiag : ∀ u : ℝ, (diagonal fun _ : Fin m => u).charpoly = (X - C u) ^ m := by
    intro u
    rw [Matrix.charpoly_of_isUpperTriangular _ (Matrix.blockTriangular_diagonal _)]
    simp
  have hneg : (0 - diagonal fun _ : Fin m => t) = diagonal fun _ : Fin m => -t := by
    ext i j
    by_cases h : i = j <;> simp [h]
  -- list the first partners, then the second partners
  have hblock : reindex (Equiv.ofBijective f hf).symm (Equiv.ofBijective f hf).symm
      (pairMatrix R t) = fromBlocks 0 (diagonal fun _ => t) (diagonal fun _ => t) 0 := by
    ext (i | i) (j | j) <;> simp [pairMatrix, hR, diagonal_apply]
  rw [← Matrix.charpoly_reindex (Equiv.ofBijective f hf).symm, hblock,
    charpoly_equivalent_halves, zero_add, hneg, hdiag, hdiag, ← mul_pow, two_level_factor]

/-- The six axis pairs, listed so that parallel partners correspond. -/
def parallelList : Fin 3 ⊕ Fin 3 → AxisPair :=
  Sum.elim (fun b => ⟨(b + 1, b), by revert b; decide⟩)
    (fun b => ⟨(b + 2, b), by revert b; decide⟩)

/-- The six axis pairs, listed so that exchanged partners correspond. -/
def exchangedList : Fin 3 ⊕ Fin 3 → AxisPair :=
  Sum.elim (fun b => ⟨(b + 1, b), by revert b; decide⟩)
    (fun b => ⟨(b, b + 1), by revert b; decide⟩)

/-- The orbitals, listed with those on positive vertices first. -/
def signEquiv : AxisPair ⊕ AxisPair ≃ Orbital :=
  Equiv.ofBijective (Sum.elim (fun q => (q, 1)) (fun q => (q, -1))) <| by
    constructor
    · rintro (i | i) (j | j) h
      · exact congrArg Sum.inl (congrArg Prod.fst h)
      · have h2 : (1 : ℤˣ) = -1 := congrArg Prod.snd h
        exact absurd h2 (by decide)
      · have h2 : (-1 : ℤˣ) = 1 := congrArg Prod.snd h
        exact absurd h2 (by decide)
      · exact congrArg Sum.inr (congrArg Prod.fst h)
    · rintro ⟨q, e⟩
      rcases Int.units_eq_one_or e with rfl | rfl
      exacts [⟨Sum.inl q, rfl⟩, ⟨Sum.inr q, rfl⟩]

/-- The characteristic polynomial splits into that of the parallel coupling with strength `2p`
and that of the exchanged coupling with strength `2s`. -/
theorem charpoly_parity_split (p s : ℝ) : (tangential p s).charpoly =
    (pairMatrix Parallel (2 * p)).charpoly * (pairMatrix Exchanged (2 * s)).charpoly := by
  have hblock : reindex signEquiv.symm signEquiv.symm (tangential p s) =
      fromBlocks (pairMatrix Parallel p + pairMatrix Exchanged s)
        (pairMatrix Parallel p - pairMatrix Exchanged s)
        (pairMatrix Parallel p - pairMatrix Exchanged s)
        (pairMatrix Parallel p + pairMatrix Exchanged s) := by
    have hpos : ∀ q, signEquiv (Sum.inl q) = (q, 1) := fun _ => rfl
    have hneg : ∀ q, signEquiv (Sum.inr q) = (q, -1) := fun _ => rfl
    ext (i | i) (j | j) <;> by_cases h1 : Parallel i j <;> by_cases h2 : Exchanged i j <;>
      simp [tangential, pairMatrix, hpos, hneg, h1, h2, sub_eq_add_neg]
  rw [← Matrix.charpoly_reindex signEquiv.symm, hblock, charpoly_equivalent_halves]
  -- even combinations keep only p, odd combinations keep only s
  congr 2 <;> ext i j <;> simp only [Matrix.add_apply, Matrix.sub_apply, pairMatrix] <;>
    split_ifs <;> ring

/-- The tangential coupling matrix of the octahedron has characteristic polynomial
`(x² - 4p²)³ (x² - 4s²)³`. -/
theorem tangential_charpoly (p s : ℝ) : (tangential p s).charpoly =
    (X ^ 2 - C (4 * p ^ 2)) ^ 3 * (X ^ 2 - C (4 * s ^ 2)) ^ 3 := by
  rw [charpoly_parity_split,
    charpoly_disjoint_pairs Parallel parallelList (by decide) (by decide),
    charpoly_disjoint_pairs Exchanged exchangedList (by decide) (by decide),
    show (2 * p) ^ 2 = 4 * p ^ 2 by ring, show (2 * s) ^ 2 = 4 * s ^ 2 by ring]

/-- The tangential levels, with multiplicity, are `2p`, `-2p`, `2s` and `-2s`, each taken
three times. -/
theorem tangential_levels (p s : ℝ) : (tangential p s).charpoly.roots =
    3 • {2 * p, -(2 * p)} + 3 • {2 * s, -(2 * s)} := by
  have hr : ∀ t : ℝ, (X ^ 2 - C (4 * t ^ 2) : ℝ[X]).roots = {2 * t, -(2 * t)} := by
    intro t
    rw [show 4 * t ^ 2 = (2 * t) ^ 2 by ring, two_level_factor,
      roots_mul (mul_ne_zero (X_sub_C_ne_zero _) (X_sub_C_ne_zero _)),
      roots_X_sub_C, roots_X_sub_C, Multiset.singleton_add]
    rfl
  have h := (Matrix.charpoly_monic (tangential p s)).ne_zero
  rw [tangential_charpoly] at h ⊢
  rw [roots_mul h, roots_pow, roots_pow, hr, hr]

/-- Exactly six tangential levels, counted with multiplicity, are negative if and only if both
couplings `p` and `s` are nonzero. -/
theorem six_negative_levels_iff (p s : ℝ) :
    (tangential p s).charpoly.roots.countP (· < 0) = 6 ↔ p ≠ 0 ∧ s ≠ 0 := by
  -- a pair of opposite levels has one negative member unless both vanish
  have hc : ∀ x : ℝ, Multiset.countP (· < 0) ({x, -x} : Multiset ℝ) =
      if x = 0 then 0 else 1 := by
    intro x
    change Multiset.countP (· < 0) (x ::ₘ (-x) ::ₘ 0) = _
    rw [Multiset.countP_cons, Multiset.countP_cons, Multiset.countP_zero]
    rcases lt_trichotomy x 0 with h | h | h
    · simp [h, h.ne, not_lt.mpr h.le]
    · simp [h]
    · simp [h, h.ne', not_lt.mpr h.le]
  rw [tangential_levels, Multiset.countP_add, Multiset.countP_nsmul, Multiset.countP_nsmul,
    hc, hc]
  by_cases hp : p = 0 <;> by_cases hs : s = 0 <;> simp [hp, hs]

end

end OctahedralTangentialOrbitals
```

```lean
#print axioms OctahedralTangentialOrbitals.tangential_isSymm
#print axioms OctahedralTangentialOrbitals.tangential_charpoly
#print axioms OctahedralTangentialOrbitals.six_negative_levels_iff
```

```
'OctahedralTangentialOrbitals.tangential_isSymm' depends on axioms: [propext, Classical.choice, Quot.sound]
'OctahedralTangentialOrbitals.tangential_charpoly' depends on axioms: [propext, Classical.choice, Quot.sound]
'OctahedralTangentialOrbitals.six_negative_levels_iff' depends on axioms: [propext, Classical.choice, Quot.sound]
```

## What is proved, and for which cage

`AxisPair` holds (a,b), `Orbital` adds the sign e as an element of `ℤˣ`, and `tangential p s` is H. In `tangential_charpoly`, `X` is the variable x and `C` turns a real number into a constant polynomial. The theorem holds for all real p and s. `tangential_levels` lists the roots with multiplicity, `six_negative_levels_iff` counts the negative ones, and `tangential_isSymm` shows that H is symmetric.

`signEquiv` lists the positive vertices first, which gives H two equal diagonal blocks and two equal off-diagonal blocks. `charpoly_equivalent_halves` separates their sum and difference by a change of basis that makes the matrix block triangular and needs no √2. `charpoly_parity_split` identifies the two parts as the 2p and 2s couplings. `charpoly_disjoint_pairs` evaluates each part, with `decide` checking the explicit lists of partners.

"Parity" in that name refers to exchanging e = +1 and e = −1 in the labels. Under spatial inversion p orbitals also change sign, so the u states are ungerade and the v states gerade.

Applying the result to a real borane requires the assumption that its tangential orbitals form a closed, orthonormal set with only these couplings. In a real cage, radial orbitals mix with some of them and shift their levels. The theorems also say nothing about rounding in a numerical diagonalisation.

## Orbitals that reverse with the vertex

Another model would let the orbital on vertex (a,e) point along e times axis b. Every entry of H is then multiplied by e f, so the parallel coupling becomes p e f and the exchanged one becomes s. This is only a change of sign of some basis vectors, so the characteristic polynomial stays the same. The sums across the cage would now carry s and the differences p, and the label parity would agree with inversion.
